# The frozen-orbital Hartree–Fock fractional-spin error of hydrogen 1s is at most 5/32 hartree, reached only at half an electron in each spin

In atomic units, let $\rho(r)=4r^2e^{-2r}$ be the radial density of the hydrogen 1s orbital, $V(r)=\frac1r-e^{-2r}\left(1+\frac1r\right)$ its electrostatic potential, $J=\int_0^\infty\rho V\,dr$ its self-repulsion, and $p$, $q$ the spin-up and spin-down occupations of this orbital, whose shape is held fixed. The Lean file proves $J=5/8$ and, for $p,q\ge0$ with $p+q=1$, that the Hartree–Fock energy exceeds the linear interpolation between integer occupations by $\frac J2\left((p+q)^2-p^2-q^2\right)$, which lies between $0$ and $5/32$ and equals $5/32$ exactly at $p=q=\frac12$.

```lean
import Mathlib

open Real Set Filter Topology MeasureTheory

namespace FractionalSpinError

noncomputable section

/-- Radial density `4 r² exp(-2r)` of the hydrogen 1s orbital. -/
def density (r : ℝ) : ℝ := 4 * r ^ 2 * exp (-2 * r)

/-- Electrostatic potential `1/r - exp(-2r)(1 + 1/r)` of the hydrogen 1s density. -/
def potential (r : ℝ) : ℝ := 1 / r - exp (-2 * r) * (1 + 1 / r)

/-- Self-repulsion integral `J` of the 1s orbital. -/
def selfRepulsion : ℝ := ∫ r in Ioi (0 : ℝ), density r * potential r

/-- Coulomb energy between the 1s density with occupation `n` and the potential of the
1s density with occupation `m`. -/
def coulomb (n m : ℝ) : ℝ := ∫ r in Ioi (0 : ℝ), (n * density r) * (m * potential r)

/-- Fixed-orbital Hartree-Fock energy with spin-up occupation `p`, spin-down occupation `q`
and one-electron energy `h`: one-electron term, Hartree term, and one exchange term per spin. -/
def energy (h p q : ℝ) : ℝ :=
  (p + q) * h + coulomb (p + q) (p + q) / 2 - coulomb p p / 2 - coulomb q q / 2

/-- Flat-plane reference: the piecewise linear interpolation of the energies at integer
occupations, with its seam on the line `p + q = 1`. -/
def flatPlane (h p q : ℝ) : ℝ :=
  if p + q ≤ 1 then (1 - p - q) * energy h 0 0 + p * energy h 1 0 + q * energy h 0 1
  else (1 - q) * energy h 1 0 + (1 - p) * energy h 0 1 + (p + q - 1) * energy h 1 1

/-- Deviation of the fixed-orbital Hartree-Fock energy from the flat-plane reference. -/
def error (h p q : ℝ) : ℝ := energy h p q - flatPlane h p q

/-- The function `-(2r+1) exp(-2r) + (r² + 3r/2 + 3/8) exp(-2r)²`, used as antiderivative
of density times potential. -/
def primitive (r : ℝ) : ℝ :=
  (-2 * r - 1) * exp (-2 * r) + (r * r + 3 / 2 * r + 3 / 8) * (exp (-2 * r) * exp (-2 * r))

/-- The 1s potential is nonnegative at every `r > 0`. -/
theorem potential_nonneg {r : ℝ} (hr : 0 < r) : 0 ≤ potential r := by
  have h1 : exp (-2 * r) * exp (2 * r) = 1 := by
    rw [← exp_add]
    simp
  have h2 : 1 + r ≤ exp (2 * r) := by linarith [Real.add_one_le_exp (2 * r)]
  have h3 : exp (-2 * r) * (1 + r) ≤ 1 :=
    (mul_le_mul_of_nonneg_left h2 (exp_pos _).le).trans h1.le
  have h4 : potential r = (1 - exp (-2 * r) * (1 + r)) / r := by
    have := hr.ne'
    unfold potential
    field_simp
    all_goals ring
  rw [h4]
  exact div_nonneg (by linarith) hr.le

/-- Density times potential is integrable on `r > 0`, and the self-repulsion is `J = 5/8`. -/
theorem selfRepulsion_eq :
    IntegrableOn (fun r => density r * potential r) (Ioi (0 : ℝ)) ∧ selfRepulsion = 5 / 8 := by
  have hcont : ContinuousWithinAt primitive (Ici (0 : ℝ)) 0 := by
    have : Continuous primitive := by
      unfold primitive
      fun_prop
    exact this.continuousWithinAt
  -- the antiderivative
  have hder : ∀ x ∈ Ioi (0 : ℝ), HasDerivAt primitive (density x * potential x) x := by
    intro x hx
    have hx0 : x ≠ 0 := ne_of_gt hx
    have hI := hasDerivAt_id' x
    have hE := (hI.const_mul (-2 : ℝ)).exp
    have hP := (hI.const_mul (-2 : ℝ)).sub_const 1
    have hQ := ((hI.fun_mul hI).fun_add (hI.const_mul (3 / 2 : ℝ))).add_const (3 / 8 : ℝ)
    have h := (hP.fun_mul hE).fun_add (hQ.fun_mul (hE.fun_mul hE))
    refine h.congr_deriv ?_
    simp only [density, potential]
    field_simp
    all_goals ring
  have hpos : ∀ x ∈ Ioi (0 : ℝ), 0 ≤ density x * potential x := by
    intro x hx
    refine mul_nonneg ?_ (potential_nonneg hx)
    unfold density
    positivity
  -- it vanishes at infinity
  have hlim : Tendsto primitive atTop (𝓝 0) := by
    have h2 : Tendsto (fun r : ℝ => 2 * r) atTop atTop :=
      tendsto_id.const_mul_atTop (by norm_num)
    have A0 : Tendsto (fun r : ℝ => exp (-2 * r)) atTop (𝓝 0) :=
      Tendsto.congr (fun r => by simp)
        ((Real.tendsto_pow_mul_exp_neg_atTop_nhds_zero 0).comp h2)
    have A1 : Tendsto (fun r : ℝ => 2 * r * exp (-2 * r)) atTop (𝓝 0) :=
      Tendsto.congr (fun r => by simp)
        ((Real.tendsto_pow_mul_exp_neg_atTop_nhds_zero 1).comp h2)
    have h := (A1.neg.sub A0).add (((A1.mul A1).const_mul (1 / 4 : ℝ)).add
      (((A1.mul A0).const_mul (3 / 4 : ℝ)).add ((A0.mul A0).const_mul (3 / 8 : ℝ))))
    simp only [neg_zero, mul_zero, add_zero, sub_zero] at h
    exact Tendsto.congr (fun r => by simp only [primitive]; ring) h
  refine ⟨integrableOn_Ioi_deriv_of_nonneg hcont hder hpos hlim, ?_⟩
  rw [selfRepulsion, integral_Ioi_of_hasDerivAt_of_nonneg hcont hder hpos hlim]
  norm_num [primitive]

/-- The Coulomb energy is bilinear in the occupations: it equals `n m J`. -/
theorem coulomb_eq (n m : ℝ) : coulomb n m = n * m * selfRepulsion := by
  rw [coulomb, selfRepulsion, ← integral_const_mul]
  congr 1
  ext r
  ring

/-- The fixed-orbital energy is `(p + q) h + (5/8) p q`. -/
theorem energy_eq (h p q : ℝ) : energy h p q = (p + q) * h + 5 / 8 * (p * q) := by
  simp only [energy, coulomb_eq, selfRepulsion_eq.2]
  ring

/-- The error is `5/8` times the smaller of the product of occupations `p q` and the product
of hole numbers `(1 - p)(1 - q)`. -/
theorem error_eq (h p q : ℝ) :
    error h p q = 5 / 8 * min (p * q) ((1 - p) * (1 - q)) := by
  simp only [error, flatPlane, energy_eq]
  split_ifs with hs
  · rw [min_eq_left (by nlinarith)]
    ring
  · rw [min_eq_right (by nlinarith [not_le.1 hs])]
    ring

/-- Two nonnegative occupations of sum at most one have product at most `1/4`, with equality
exactly when both are `1/2`. -/
theorem product_bound {a b : ℝ} (ha : 0 ≤ a) (hb : 0 ≤ b) (hab : a + b ≤ 1) :
    a * b ≤ 1 / 4 ∧ (a * b = 1 / 4 ↔ a = 1 / 2 ∧ b = 1 / 2) := by
  -- (a - 1/2)² + (b - 1/2)² = s (s - 1) + 1/2 - 2ab with s = a + b
  have hs : 0 ≤ (a + b) * (1 - (a + b)) := mul_nonneg (add_nonneg ha hb) (sub_nonneg.2 hab)
  have h1 := mul_self_nonneg (a - 1 / 2)
  have h2 := mul_self_nonneg (b - 1 / 2)
  refine ⟨by nlinarith, fun he => ⟨?_, ?_⟩, fun ⟨e1, e2⟩ => by rw [e1, e2]; norm_num⟩
  · have : (a - 1 / 2) * (a - 1 / 2) = 0 := le_antisymm (by nlinarith) h1
    linarith [mul_self_eq_zero.1 this]
  · have : (b - 1 / 2) * (b - 1 / 2) = 0 := le_antisymm (by nlinarith) h2
    linarith [mul_self_eq_zero.1 this]

/-- For one electron in total, the error is `(5/32)(1 - (p - q)²)` in terms of the spin
polarisation `p - q`. -/
theorem error_polarisation (h : ℝ) {p q : ℝ} (hs : p + q = 1) :
    error h p q = 5 / 32 * (1 - (p - q) ^ 2) := by
  have hq : q = 1 - p := by linarith
  rw [error_eq, min_eq_left (by nlinarith), hq]
  ring

/-- For one electron shared between the two spins, the error is `(J/2)((p+q)² - p² - q²)`.
It lies between `0` and `5/32`, equals `5/32` exactly at `p = q = 1/2`, and vanishes exactly
when one spin is empty. -/
theorem fractional_spin_error (h : ℝ) {p q : ℝ} (hp : 0 ≤ p) (hq : 0 ≤ q) (hs : p + q = 1) :
    error h p q = selfRepulsion / 2 * ((p + q) ^ 2 - p ^ 2 - q ^ 2) ∧
    0 ≤ error h p q ∧ error h p q ≤ 5 / 32 ∧
    (error h p q = 5 / 32 ↔ p = 1 / 2 ∧ q = 1 / 2) ∧ (error h p q = 0 ↔ p = 0 ∨ q = 0) := by
  have he : error h p q = 5 / 8 * (p * q) := by
    rw [error_eq, min_eq_left (by nlinarith)]
  obtain ⟨hb, hi⟩ := product_bound hp hq hs.le
  have h0 := mul_nonneg hp hq
  rw [he, selfRepulsion_eq.2, ← hi, ← mul_eq_zero]
  refine ⟨by ring, by linarith, by linarith, ?_, ?_⟩
  · constructor <;> intro h1 <;> linarith
  · constructor <;> intro h1 <;> linarith

/-- On the whole square `0 ≤ p, q ≤ 1` of spin occupations the error lies between `0` and
`5/32`, and equals `5/32` exactly at `p = q = 1/2`. -/
theorem flat_plane_error (h : ℝ) {p q : ℝ} (hp : p ∈ Icc (0 : ℝ) 1) (hq : q ∈ Icc (0 : ℝ) 1) :
    0 ≤ error h p q ∧ error h p q ≤ 5 / 32 ∧
    (error h p q = 5 / 32 ↔ p = 1 / 2 ∧ q = 1 / 2) := by
  rw [error_eq]
  rcases le_total (p + q) 1 with hs | hs
  · -- at most one electron: bound the particles
    obtain ⟨hb, hi⟩ := product_bound hp.1 hq.1 hs
    have h0 := mul_nonneg hp.1 hq.1
    rw [min_eq_left (by nlinarith), ← hi]
    refine ⟨by linarith, by linarith, ?_⟩
    constructor <;> intro h1 <;> linarith
  · -- at least one electron: bound the holes
    have hp' := sub_nonneg.2 hp.2
    have hq' := sub_nonneg.2 hq.2
    obtain ⟨hb, hi⟩ := product_bound hp' hq' (by linarith)
    have h0 := mul_nonneg hp' hq'
    rw [min_eq_right (by nlinarith)]
    refine ⟨by linarith, by linarith, fun h1 => ?_, fun ⟨e1, e2⟩ => by rw [e1, e2]; norm_num⟩
    obtain ⟨e1, e2⟩ := hi.1 (by linarith)
    exact ⟨by linarith, by linarith⟩

end

end FractionalSpinError
```

```lean
#print axioms FractionalSpinError.error_polarisation
#print axioms FractionalSpinError.fractional_spin_error
#print axioms FractionalSpinError.flat_plane_error
```

```
'FractionalSpinError.error_polarisation' depends on axioms: [propext, Classical.choice, Quot.sound]
'FractionalSpinError.fractional_spin_error' depends on axioms: [propext, Classical.choice, Quot.sound]
'FractionalSpinError.flat_plane_error' depends on axioms: [propext, Classical.choice, Quot.sound]
```

## The energy, the reference and the bounds

The functions `density` and `potential` are $\rho$ and $V$, and `selfRepulsion` is $J$, integrated over `Ioi (0 : ℝ)`, the open half-line $r>0$. For real numbers $n$ and $m$, `coulomb n m` is
$$(n|m)=\int_0^\infty \big(n\rho(r)\big)\big(mV(r)\big)\,dr ,$$
the energy of $n$ electrons in the 1s orbital in the potential made by $m$ electrons in the same orbital. With a real number $h$ for the one-electron energy, `energy h p q` is
$$E(p,q)=(p+q)h+\tfrac12(p+q|p+q)-\tfrac12(p|p)-\tfrac12(q|q).$$
The reference `flatPlane h p q` interpolates $E$ linearly between its values at the integer points $(0,0)$, $(1,0)$, $(0,1)$, $(1,1)$, with one formula on each side of the line $p+q=1$, called the seam:
$$E_{\rm ref}(p,q)=\begin{cases}(1-p-q)E(0,0)+pE(1,0)+qE(0,1), & p+q\le1,\\ (1-q)E(1,0)+(1-p)E(0,1)+(p+q-1)E(1,1), & p+q>1.\end{cases}$$
The weights are the barycentric coordinates of $(p,q)$ in the lower and in the upper triangle of the unit square. Finally `error h p q` is $\Delta(p,q)=E(p,q)-E_{\rm ref}(p,q)$.

The theorem `selfRepulsion_eq` says that $\rho V$ is integrable on $r>0$ and that $J=5/8$. Lean gives a non-integrable function the integral $0$, so the first half records that $J$ is a convergent integral in the ordinary sense.

The theorem `fractional_spin_error` takes any $h$ and the hypotheses `hp : 0 ≤ p`, `hq : 0 ≤ q`, `hs : p + q = 1`: one electron in total, shared between the spins. It concludes five things. The error equals $\frac J2\left((p+q)^2-p^2-q^2\right)$; it is nonnegative; it is at most $5/32$; it equals $5/32$ if and only if $p=q=\frac12$; and it vanishes if and only if $p=0$ or $q=0$. The theorem `error_polarisation` writes the same error through the spin polarisation $p-q$ as $\frac5{32}\left(1-(p-q)^2\right)$, and assumes only $p+q=1$.

On the seam and away from it, `error_eq` gives
$$\Delta(p,q)=\tfrac58\min\big(pq,\,(1-p)(1-q)\big)$$
for all real $p$ and $q$. The theorem `flat_plane_error` restricts both occupations to `Icc (0 : ℝ) 1`, the closed interval $[0,1]$ that the Pauli principle allows for a spin orbital, and concludes $0\le\Delta\le5/32$ on the whole square, with $5/32$ reached at $(\frac12,\frac12)$ and nowhere else.

## Fractional occupations of one spatial orbital

The normalised orbital is $\phi(\mathbf r)=e^{-r}/\sqrt\pi$, and $\rho(r)=4\pi r^2\phi^2$ is its density summed over a sphere of radius $r$. The formula for $V$ is postulated in the file. It stands for the potential of a spherical charge, in which the charge inside $r$ acts as if at the centre and each outer shell of radius $u$ contributes $1/u$ per unit charge:
$$V(r)=\frac1r\int_0^r\rho(u)\,du+\int_r^\infty\frac{\rho(u)}u\,du=\frac{1-e^{-2r}(1+2r+2r^2)}r+e^{-2r}(1+2r).$$
Collecting the terms gives the stated $V$. The file starts from the radial integral, so the identification of $J$ with the six-dimensional integral of $\phi^2(\mathbf r)\phi^2(\mathbf r')/|\mathbf r-\mathbf r'|$ enters through the definitions.

The energy treats Hartree–Fock as a functional of the one-particle density matrix of each spin. For spin up this matrix is $p\,\phi(\mathbf r)\phi(\mathbf r')$, and for spin down $q$ replaces $p$. The Hartree term is half the Coulomb energy of the total density, with occupation $p+q$. The exchange term of a spin is minus half the integral, over both positions, of the squared density matrix divided by $|\mathbf r-\mathbf r'|$. With a single real orbital the square is $p^2\phi^2(\mathbf r)\phi^2(\mathbf r')$, so the exchange integral is again a Coulomb integral, $(p|p)$. Exchange is therefore quadratic in the occupation, which is the convention that produces the error; a statistical mixture of determinants would be linear in its weights. The constant $h$ stands for the expectation value of kinetic energy plus nuclear attraction in $\phi$, which is $-\frac12$ for hydrogen. The theorems leave it arbitrary, and it cancels from $\Delta$.

The reference has the shape of the flat-plane condition. On the seam its physical content is spin degeneracy: the spin-up and spin-down ground states of a one-electron atom have the same energy, so every mixture of them has that energy too. That the exact energy is piecewise linear in the occupations is not derived in the file; the interpolation is a definition, and its corner values are the model's own. On the seam the reference is $h$, which for $h=-\frac12$ is the exact non-relativistic energy of hydrogen with a fixed nucleus. At $(1,1)$ it is the energy of two electrons in an unrelaxed 1s orbital, without correlation. Orbital relaxation, further orbitals and any semilocal exchange or correlation term are absent from the model.

In a minimal basis of frozen 1s orbitals, spin-restricted Hartree–Fock places half an electron of each spin on each atom of infinitely stretched H$_2$, which is the point $p=q=\frac12$ where the error is largest, while the spin-broken solution puts the atoms at $(1,0)$ and $(0,1)$, where it vanishes. This reading, the shell formula above, and the arguments of the last two sections are ordinary reasoning added around the theorems and have not been through the kernel.

## The integral $J=5/8$

First, $V\ge0$ for $r>0$. Over a common denominator,
$$V(r)=\frac{1-e^{-2r}(1+r)}{r},$$
and $1+r\le1+2r\le e^{2r}$ gives $e^{-2r}(1+r)\le1$. In `potential_nonneg`, step `h2` obtains $1+r\le e^{2r}$ from `Real.add_one_le_exp (2 * r)`, step `h3` multiplies by $e^{-2r}$, step `h4` is the common denominator, and `div_nonneg` concludes.

Next, the integrand multiplies out to
$$\rho V=4re^{-2r}-4r^2e^{-4r}-4re^{-4r}.$$
Take
$$F(r)=-(2r+1)e^{-2r}+\left(r^2+\tfrac32r+\tfrac38\right)e^{-4r},$$
which is `primitive`, with $e^{-4r}$ written as a product of two factors $e^{-2r}$. The first term has derivative $-2e^{-2r}+2(2r+1)e^{-2r}=4re^{-2r}$. The second has derivative $\left(2r+\tfrac32\right)e^{-4r}-\left(4r^2+6r+\tfrac32\right)e^{-4r}=-(4r^2+4r)e^{-4r}$. Hence $F'=\rho V$ for $r>0$. In `hder` the derivative of $e^{-2r}$ is `hE`, the derivatives of the two polynomial prefactors are `hP` and `hQ`, the product rule is `fun_mul`, and `field_simp` with `ring` cancels the $1/r$ of $V$ against the $r^2$ of $\rho$.

At infinity, put $v=e^{-2r}$ and $w=2re^{-2r}$, both of which tend to zero. Then
$$F=-w-v+\tfrac14w^2+\tfrac34wv+\tfrac38v^2\to0 .$$
In `hlim` the limits of $v$ and $w$ are `A0` and `A1`, and the combination built from them has exactly these five terms. At the origin $F$ is continuous (`hcont`) with $F(0)=-1+\frac38=-\frac58$.

Since $\rho V\ge0$ (`hpos`), the integral up to a radius $R$ equals $F(R)-F(0)$, increases with $R$ and stays bounded, so the integral to infinity converges. The lemma `integrableOn_Ioi_deriv_of_nonneg` draws this conclusion from the four ingredients, and `integral_Ioi_of_hasDerivAt_of_nonneg` gives the value $0-F(0)=\frac58$.

## From the energy to particles and holes

Constants come out of the integral, so $(n|m)=nmJ$; this is `coulomb_eq`, by `integral_const_mul`. Then
$$E(p,q)=(p+q)h+\tfrac J2\left((p+q)^2-p^2-q^2\right)=(p+q)h+\tfrac58pq,$$
which is `energy_eq`. Exchange cancels the same-spin part of the Hartree term, and the opposite-spin repulsion $Jpq$ remains. The corner values are $E(0,0)=0$, $E(1,0)=E(0,1)=h$ and $E(1,1)=2h+\frac58$.

For $p+q\le1$ the reference is $(p+q)h$, so $\Delta=\frac58pq$. For $p+q>1$ it is
$$(2-p-q)h+(p+q-1)\left(2h+\tfrac58\right)=(p+q)h+\tfrac58(p+q-1),$$
so $\Delta=\frac58(pq-p-q+1)=\frac58(1-p)(1-q)$, the product of the hole numbers $1-p$ and $1-q$. The two products differ by $(1-p)(1-q)-pq=1-p-q$. The particle product is thus the smaller one below the seam and the hole product above it, and both cases are the minimum. In `error_eq`, `split_ifs` separates the two branches, `min_eq_left` and `min_eq_right` select the product, with `nlinarith` supplying the comparison, and `ring` performs the subtraction.

## The product bound and its equality case

Let $a,b\ge0$ with $s=a+b\le1$. Expanding the squares and using $a^2+b^2=s^2-2ab$ gives
$$\left(a-\tfrac12\right)^2+\left(b-\tfrac12\right)^2=s(s-1)+\tfrac12-2ab,$$
that is,
$$2ab=\tfrac12-s(1-s)-\left(a-\tfrac12\right)^2-\left(b-\tfrac12\right)^2 .$$
All three subtracted terms are nonnegative, the first because $0\le s\le1$. Hence $ab\le\frac14$. If $ab=\frac14$ they sum to zero, each square vanishes and $a=b=\frac12$; the converse is substitution. In `product_bound` the three terms are `hs`, `h1` and `h2`; `nlinarith` combines them into the bound, and for equality `le_antisymm` shows that each square is zero, from which `mul_self_eq_zero` gives the value.

On the seam $\Delta=\frac58pq$, the step `he` of `fractional_spin_error`. With $pq\ge0$ and $pq\le\frac14$ this gives $0\le\Delta\le\frac58\cdot\frac14=\frac5{32}$. The rewrites `← hi` and `← mul_eq_zero` replace the condition $p=q=\frac12$ by $pq=\frac14$, and the condition that $p=0$ or $q=0$ by $pq=0$. The identity with $\frac J2\left((p+q)^2-p^2-q^2\right)$ is then closed by `ring`; the other four claims are linear in the single quantity $pq$, and `linarith` closes them. For the polarisation form, $p+q=1$ gives $1-(p-q)^2=(p+q)^2-(p-q)^2=4pq$, so $\frac58pq=\frac5{32}\left(1-(p-q)^2\right)$; the proof substitutes $q=1-p$ and calls `ring`. At $p=\frac34$, $q=\frac14$ both forms give $\frac{15}{128}$.

On the square, `flat_plane_error` splits by `le_total (p + q) 1`. With at most one electron the bound is applied to $(a,b)=(p,q)$. With at least one electron it is applied to the holes $(a,b)=(1-p,1-q)$, which are nonnegative because $p,q\le1$ and whose sum $2-p-q$ is at most $1$. Equality then forces $1-p=1-q=\frac12$, the same point.

## Occupations off the seam or outside the unit square

For $p+q<1$ the expression $\frac J2\left((p+q)^2-p^2-q^2\right)=\frac58pq$ is still the error, but for $p+q>1$ it is too large, by $\frac58(p+q-1)$. At $p=q=1$ it equals $\frac5{16}(4-2)=\frac58$, four times the bound, whereas `error_eq` gives $\frac58\min(1,0)=0$. The error also vanishes there although neither spin is empty.

Without the sign conditions, $p=-1$, $q=2$ still satisfies $p+q=1$, and the error is $\frac58\cdot(-2)=-\frac54$, so the lower bound fails. The upper bound on the seam survives, as the polarisation formula shows, since $1-(p-q)^2\le1$ for any $p$ and $q$. Off the seam the upper bound needs some restriction on the occupations: at the unphysical point $p=q=2$ the error is $\frac58\min(4,1)=\frac58$. The full square is more than it needs, since one occupation in $[0,1]$ suffices: for $p\in[0,1]$ and any $q$, both $pq\le p(1-p)$ below the seam and $(1-p)(1-q)\le(1-p)p$ above it are at most $\frac14$.

## Scaling the exchange term

Multiply both exchange terms by a fraction $\alpha>0$ and add nothing in their place. The corners $(1,0)$ and $(0,1)$ would then have energy $h+\frac J2(1-\alpha)$, and on the seam the energy would be $h+\frac J2-\frac{\alpha J}2(p^2+q^2)$. Subtracting the new corner value leaves $\frac{\alpha J}2(1-p^2-q^2)=\alpha Jpq$, because $1=(p+q)^2$. The product bound would then give a maximum of $5\alpha/32$, again only at $p=q=\frac12$, measured from corners that now carry the self-interaction $\frac J2(1-\alpha)$. A hybrid functional also contains semilocal terms with their own dependence on $p$ and $q$, so this frozen-orbital estimate concerns its Hartree and exact-exchange parts alone.
